# The t³ error of the two-stage symmetric splitting

Let A and B be elements of an associative algebra over a field K of characteristic zero, and let a be any element of K. The product

S(t) = exp(atA) exp(tB/2) exp((1−2a)tA) exp(tB/2) exp(atA)

agrees with exp(t(A+B)) through order t², and modulo t⁴

S(t) − exp(t(A+B)) = t³ { (1−6a+6a²)/12 [A,[A,B]] + (6a−1)/24 [B,[B,A]] }.

Here [X,Y] = XY − YX, and the exponentials are formal power series in t. Rational step fractions a are the case K = ℚ.

In quantum dynamics with ħ = 1, one takes A = −iT and B = −iV, with T the kinetic and V the potential energy. For matrices, as on a finite grid, the formula gives the leading local error of one time step with a time-independent Hamiltonian.

## Counting words in A and B

Each term of the expanded product is a word in A and B with a scalar coefficient. The A factors carry the weights a, 1−2a, a, and the B factors carry 1/2, 1/2. Both sets sum to 1, so the first-order term is A + B.

At second order, AA and BB each have coefficient 1/2. For AB, each A weight is multiplied by the total B weight to its right:

a·1 + (1−2a)·(1/2) + a·0 = 1/2.

The product reads the same in both directions, so BA also has coefficient 1/2. The sum is (A+B)²/2, as in the exact exponential.

At third order, AAA and BBB have coefficient 1/6, again as in the exact exponential. For words with one B, choose the B factor that supplies it. The A exponentials on either side then combine, because powers of A commute. The A weight to the left is a for the first B factor and 1−a for the second; to the right it is 1−a and a. Hence

AAB: (1/2)(a²/2 + (1−a)²/2) = (1−2a+2a²)/4,

ABA: (1/2)(a(1−a) + (1−a)a) = a(1−a),

and BAA has the same coefficient as AAB. The exact exponential gives every word 1/6. Subtracting it leaves

AAB and BAA: (1−6a+6a²)/12,

ABA: −2(1−6a+6a²)/12.

Since [A,[A,B]] = AAB − 2ABA + BAA, this is the first error term.

For words with one A, the B weights to the left of the three A factors are 0, 1/2, 1, and those to the right are 1, 1/2, 0. Therefore

BBA: (1−2a)/8 + a/2 = (1+2a)/8,

BAB: (1−2a)/4,

and ABB equals BBA. Subtracting 1/6 leaves (6a−1)/24 for BBA and ABB, and −2(6a−1)/24 for BAB. Since [B,[B,A]] = BBA − 2BAB + ABB, this is the second error term.

## Propagators as formal series

The operators live in a ring `R` that need not be commutative, and the step fraction lives in the field `K`.

In Lean 4 with Mathlib:

```lean
import Mathlib

open PowerSeries

namespace TwoStageSymmetricSplitting

noncomputable section

variable {K R : Type*} [Field K] [CharZero K] [Ring R] [Algebra K R]

/-- The commutator `[X, Y] = XY - YX` of two operators. -/
def comm (X Y : R) : R := X * Y - Y * X
```

The type `PowerSeries R` holds one operator for each power of t. The time step is therefore a formal variable that commutes with all operators, and the coefficient of tⁿ in the propagator is Xⁿ/n!.

```lean
variable (K) in
/-- The propagator `exp(tX)` as a formal power series in the time step `t`. -/
def expSeries (X : R) : PowerSeries R :=
  PowerSeries.mk fun n => ((n.factorial : K)⁻¹) • X ^ n
```

The splitting is the five-factor product in the order written above.

```lean
/-- One step of the two-stage symmetric splitting,
`exp(atA) exp(tB/2) exp((1-2a)tA) exp(tB/2) exp(atA)`. -/
def twoStage (a : K) (A B : R) : PowerSeries R :=
  expSeries K (a • A) * expSeries K ((1 / 2 : K) • B) * expSeries K ((1 - 2 * a) • A) *
    expSeries K ((1 / 2 : K) • B) * expSeries K (a • A)
```

An alternative model would take a real number t and the convergent exponential in a Banach algebra, with a remainder bounded in norm by a constant times t⁴ for |t| ≤ 1. That would be a statement about actual time steps, but it would need a norm and analytic estimates. The formal version needs neither, and it gives no bound on the error at finite t. Nor does it settle questions of domain or convergence for unbounded Hamiltonians.

## Expansion through third order

The first lemma evaluates n! for n = 0 to 3. The second writes out the Cauchy product, keeping the left factor's operators on the left.

```lean
variable (K) in
/-- The propagator `exp(tX)` begins `1 + tX + t²X²/2 + t³X³/6`. -/
theorem expSeries_coeffs (X : R) :
    coeff 0 (expSeries K X) = 1 ∧ coeff 1 (expSeries K X) = X ∧
    coeff 2 (expSeries K X) = (1 / 2 : K) • (X * X) ∧
    coeff 3 (expSeries K X) = (1 / 6 : K) • (X * X * X) := by
  refine ⟨?_, ?_, ?_, ?_⟩ <;> rw [expSeries, PowerSeries.coeff_mk] <;>
    norm_num [Nat.factorial, pow_succ]

/-- The product of two time-step series through third order, with the order of the
operators kept. -/
theorem coeff_mul_low (φ ψ : PowerSeries R) :
    coeff 0 (φ * ψ) = coeff 0 φ * coeff 0 ψ ∧
    coeff 1 (φ * ψ) = coeff 0 φ * coeff 1 ψ + coeff 1 φ * coeff 0 ψ ∧
    coeff 2 (φ * ψ) = coeff 0 φ * coeff 2 ψ + coeff 1 φ * coeff 1 ψ +
      coeff 2 φ * coeff 0 ψ ∧
    coeff 3 (φ * ψ) = coeff 0 φ * coeff 3 ψ + coeff 1 φ * coeff 2 ψ +
      coeff 2 φ * coeff 1 ψ + coeff 3 φ * coeff 0 ψ := by
  refine ⟨?_, ?_, ?_, ?_⟩ <;>
    rw [PowerSeries.coeff_mul, Finset.Nat.sum_antidiagonal_eq_sum_range_succ_mk] <;>
    simp [Finset.sum_range_succ]
```

The claim modulo t⁴ is divided between two theorems. The first treats the coefficients of t⁰, t¹ and t². After `interval_cases` separates the orders, `simp only` applies the two lemmas and expands everything into words; `module` then compares the scalars in front of each word.

```lean
/-- For every step fraction `a`, the two-stage symmetric splitting agrees with the exact
propagator `exp(t(A+B))` through order `t²`. -/
theorem twoStage_second_order (a : K) (A B : R) :
    ∀ n < 3, coeff n (twoStage a A B - expSeries K (A + B)) = 0 := by
  intro n hn
  -- expand each order into words in `A` and `B`, then compare scalars
  interval_cases n <;>
    simp only [twoStage, map_sub, coeff_mul_low, expSeries_coeffs, one_mul, mul_one,
      mul_add, add_mul, smul_mul_assoc, mul_smul_comm, smul_add, smul_smul, mul_assoc] <;>
    module
```

The second theorem treats t³ in the same way, with the commutators expanded too. Matching the scalars word by word is sufficient in every algebra, even where particular operators satisfy further relations.

```lean
/-- The `t³` term of the difference between the two-stage symmetric splitting and
`exp(t(A+B))` is `(1 - 6a + 6a²)/12 [A,[A,B]] + (6a - 1)/24 [B,[B,A]]`. -/
theorem twoStage_leading_error (a : K) (A B : R) :
    coeff 3 (twoStage a A B - expSeries K (A + B)) =
      ((1 - 6 * a + 6 * a ^ 2) / 12) • comm A (comm A B) +
        ((6 * a - 1) / 24) • comm B (comm B A) := by
  -- both sides become combinations of the eight words of length three
  simp only [twoStage, comm, map_sub, coeff_mul_low, expSeries_coeffs, one_mul, mul_one,
    mul_add, add_mul, mul_sub, sub_mul, smul_mul_assoc, mul_smul_comm, smul_add, smul_sub,
    smul_smul, mul_assoc]
  module
```

## Special step fractions

At a = 1/6 the coefficient 6a−1 vanishes, and 1−6a+6a² = 1/6, which leaves [A,[A,B]]/72.

```lean
/-- With `a = 1/6` the `t³` error is `[A,[A,B]]/72`. -/
theorem leading_error_one_sixth (A B : R) :
    coeff 3 (twoStage (1 / 6 : K) A B - expSeries K (A + B)) =
      (1 / 72 : K) • comm A (comm A B) := by
  rw [twoStage_leading_error]
  module
```

The other coefficient vanishes at the roots of 1−6a+6a², which are irrational, so the next theorem works over ℝ. At a = (3−√3)/6 one has 6a−1 = 2−√3. The proof verifies the root from (√3)² = 3.

```lean
/-- In a real algebra, with `a = (3 - √3)/6` the `t³` error is
`(2 - √3)/24 [B,[B,A]]`. -/
theorem leading_error_irrational {S : Type*} [Ring S] [Algebra ℝ S] (A B : S) :
    coeff 3 (twoStage ((3 - √3) / 6 : ℝ) A B - expSeries ℝ (A + B)) =
      ((2 - √3) / 24 : ℝ) • comm B (comm B A) := by
  have h : (√3 : ℝ) ^ 2 = 3 := Real.sq_sqrt (by norm_num)
  -- this step fraction is a root of `1 - 6a + 6a²`
  have h1 : (1 - 6 * ((3 - √3) / 6) + 6 * ((3 - √3) / 6) ^ 2) / 12 = (0 : ℝ) := by
    linear_combination h / 72
  rw [twoStage_leading_error, h1, zero_smul, zero_add]
  module
```

No choice of a removes the t³ error for all operators. Take the two-level matrices A = |0⟩⟨1| and B = |1⟩⟨0|, with rows and columns numbered from 0. Then

[A,[A,B]] = −2A and [B,[B,A]] = −2B.

The two terms occupy different matrix entries and cannot cancel. The B term vanishes only at a = 1/6, where the A term is −A/36. The proof reads off the entries (0,1) and (1,0), and `linear_combination` derives 1 = 0 from the two conditions. These matrices are not anti-Hermitian, so they are not −iT and −iV for Hermitian T and V; they serve as an algebraic counterexample. The anti-Hermitian pair A = −iσx, B = −iσz, with σx and σz the Pauli matrices, gives [A,[A,B]] = 4iσz and [B,[B,A]] = 4iσx. These are again linearly independent, so the t³ error of that pair is also nonzero for every a.

```lean
/-- For the 2 × 2 matrices `A = |0⟩⟨1|` and `B = |1⟩⟨0|`, the `t³` error is nonzero for every step
fraction `a`. -/
theorem no_third_order (a : K) :
    coeff 3 (twoStage a (!![0, 1; 0, 0] : Matrix (Fin 2) (Fin 2) K) !![0, 0; 1, 0] -
      expSeries K ((!![0, 1; 0, 0] : Matrix (Fin 2) (Fin 2) K) + !![0, 0; 1, 0])) ≠ 0 := by
  have c1 : comm (!![0, 1; 0, 0] : Matrix (Fin 2) (Fin 2) K)
      (comm !![0, 1; 0, 0] !![0, 0; 1, 0]) = !![0, -2; 0, 0] := by
    ext i j
    fin_cases i <;> fin_cases j <;> norm_num [comm, Matrix.mul_apply, Fin.sum_univ_succ]
  have c2 : comm (!![0, 0; 1, 0] : Matrix (Fin 2) (Fin 2) K)
      (comm !![0, 0; 1, 0] !![0, 1; 0, 0]) = !![0, 0; -2, 0] := by
    ext i j
    fin_cases i <;> fin_cases j <;> norm_num [comm, Matrix.mul_apply, Fin.sum_univ_succ]
  rw [twoStage_leading_error, c1, c2]
  intro h
  -- the two off-diagonal entries isolate the two error coefficients
  have h01 : (1 - 6 * a + 6 * a ^ 2) / 12 * (-2) = 0 := by
    simpa using congrFun (congrFun h 0) 1
  have h10 : (6 * a - 1) / 24 * (-2) = 0 := by
    simpa using congrFun (congrFun h 1) 0
  -- they cannot vanish together
  have h2 : (1 : K) = 0 := by
    linear_combination (-36) * h01 + 12 * (6 * a - 5) * h10
  exact one_ne_zero h2

end

end TwoStageSymmetricSplitting
```

```lean
#print axioms TwoStageSymmetricSplitting.twoStage_leading_error
#print axioms TwoStageSymmetricSplitting.leading_error_one_sixth
#print axioms TwoStageSymmetricSplitting.leading_error_irrational
#print axioms TwoStageSymmetricSplitting.no_third_order
```

```
'TwoStageSymmetricSplitting.twoStage_leading_error' depends on axioms: [propext, Classical.choice, Quot.sound]
'TwoStageSymmetricSplitting.leading_error_one_sixth' depends on axioms: [propext, Classical.choice, Quot.sound]
'TwoStageSymmetricSplitting.leading_error_irrational' depends on axioms: [propext, Classical.choice, Quot.sound]
'TwoStageSymmetricSplitting.no_third_order' depends on axioms: [propext, Classical.choice, Quot.sound]
```

## The step in a grid propagation

In a split-operator code for a wavefunction on a periodic grid, one step Δt reads:

1. Transform to momentum space, multiply by exp(−iaΔt T), and transform back.
2. Multiply by exp(−iΔt V/2).
3. Apply the kinetic factor with fraction 1−2a, as in item 1.
4. Multiply by exp(−iΔt V/2).
5. Apply the kinetic factor with fraction a.

Between output times, the last kinetic factor of one step can be merged with the first of the next into a single factor with fraction 2a. A long run then costs two kinetic and two potential factors per step, plus one extra kinetic factor for each interval between outputs.
